# A smooth partial wave $r^{l+1}\sum_{k=0}^{n} a_k r^{2k}$ is uniquely fixed by its value and first $n$ derivatives at $R>0$

**Q:** Counting equations and unknowns doesn't guarantee that a matching problem can be solved. Take $u(r)=a_0+a_1(r-R)^2$ and match value and slope at $R$. There are two coefficients and two conditions, but the slope at $R$ is always zero. A non-zero slope can't be matched at all, and a zero slope leaves $a_1$ free. If the usual polynomial form for a smooth partial wave did this for some angular momentum $l$ or some matching radius $R$, the smooth wave would either not exist or depend on an arbitrary choice. Why doesn't it?

**A:** Because its powers are distinct and $R$ is not zero. Write the wave as
$$u(r)=\sum_{k=0}^{n}a_k r^{e_k},\qquad e_k=l+1+2k,$$
and let $d_j$ be the prescribed $j$-th derivative at $R$, for $j=0,\dots,n$. Differentiating $r^{e}$ $j$ times gives $(e)_j\,r^{e-j}$, where $(e)_j=e(e-1)\cdots(e-j+1)$ is the falling factorial and $(e)_0=1$. It vanishes when $j>e$, so no negative powers appear. Multiplying the $j$-th condition by $R^j$ gives
$$\sum_{k=0}^{n}c_k\,(e_k)_j=R^j d_j,\qquad c_k=a_kR^{e_k}.$$
The matrix $(e_k)_j$, with row $k$ and column $j$, contains neither $R$ nor the data.

**Q:** It still has to be invertible.

**A:** As a polynomial in $x$, $(x)_j$ is $x^j$ plus lower powers. Subtracting multiples of earlier columns therefore turns column $j$ into $e_k^j$ without changing the determinant. What remains is the Vandermonde determinant
$$\prod_{0\le i<k\le n}(e_k-e_i)=\prod_{0\le i<k\le n}2(k-i)\neq0.$$
So the $c_k$ exist and are unique for any data, and $a_k=c_k/R^{e_k}$ follows because $R\ne0$. In the smallest case, $n=0$, the product is empty and equals 1, and the result is $a_0=d_0/R^{l+1}$.

**Q:** Now the formal version. What is the object called a partial wave?

```lean
import Mathlib

open Matrix

namespace RadialPseudisation

noncomputable section
```

**A:** There are two definitions. The first is a general sum of $m$ powers, with natural exponents `e` and real coefficients `a`. The index type `Fin m` runs over $0,\dots,m-1$.

```lean
/-- A radial function built from finitely many powers, `∑ a_k r^(e_k)`. -/
def powerSum {m : ℕ} (e : Fin m → ℕ) (a : Fin m → ℝ) (r : ℝ) : ℝ :=
  ∑ k, a k * r ^ e k
```

The second is the wave itself.

```lean
/-- The polynomial smooth partial wave `u(r) = r^(l+1) ∑ a_k r^(2k)` of angular momentum `l`. -/
def smoothWave {m : ℕ} (l : ℕ) (a : Fin m → ℝ) (r : ℝ) : ℝ :=
  r ^ (l + 1) * ∑ k, a k * r ^ (2 * (k : ℕ))
```

It follows the convention in which $u$ is $r$ times the radial part of the orbital, hence the prefactor $r^{l+1}$. Dividing by $r$ and multiplying by a spherical harmonic of degree $l$ leaves a polynomial in the Cartesian coordinates, so the even powers keep the three-dimensional function smooth at the nucleus.

**Q:** And the claim about it?

**A:** It is `existsUnique_smoothWave`, further down. For natural `l` and `n`, a real `R` with `0 < R`, and any list `d : Fin (n + 1) → ℝ`, there is exactly one function `u : ℝ → ℝ` that has the form `smoothWave l a` for some `a` and satisfies `iteratedDeriv j u R = d j` for every `j` from $0$ to $n$. Here `iteratedDeriv` is the ordinary repeated derivative on the real line, with order zero meaning the value.

**Q:** Where is the all-electron wave? I see only a list of numbers.

**A:** It enters only through those numbers: you would set $d_j$ to its $j$-th derivative at $R$. Since `d` is arbitrary, no radial Schrödinger equation is needed. The statement also concerns the polynomial alone, not the composite function that follows the all-electron wave beyond $R$. It says nothing about norm conservation, nodes, scattering properties or the conditioning of the linear system in floating-point arithmetic.

**Q:** Then what does it give someone generating a dataset?

**A:** For projector augmented-wave or ultrasoft datasets that use this particular polynomial form, with one coefficient for each matching condition (the value and each derivative), it says that the linear system for the coefficients is never singular, whatever $l$, $n$ and $R>0$ are.

**Q:** The determinant argument used a sum of powers, but `smoothWave` has a prefactor outside the sum.

**A:** The first lemma multiplies the prefactor into the sum and identifies the two functions.

```lean
/-- A smooth partial wave is a sum of the powers `r^(l+1+2k)`. -/
theorem smoothWave_eq {m : ℕ} (l : ℕ) (a : Fin m → ℝ) :
    smoothWave l a = powerSum (fun k => l + 1 + 2 * (k : ℕ)) a := by
  funext r
  simp only [smoothWave, powerSum, Finset.mul_sum]
  refine Finset.sum_congr rfl fun k _ => ?_
  ring
```

The next is the formula for the $j$-th derivative, proved by induction on $j$. The step differentiates each power with `hasDerivAt_pow` and absorbs the new factor $e_k-j$ into the falling factorial, `descFactorial` in Lean.

```lean
/-- The `j`-th derivative of a sum of powers, term by term; the falling factorial removes
every power lower than `j`. -/
theorem iteratedDeriv_powerSum {m : ℕ} (e : Fin m → ℕ) (a : Fin m → ℝ) (j : ℕ) (r : ℝ) :
    iteratedDeriv j (powerSum e a) r =
      ∑ k, a k * (((e k).descFactorial j : ℝ) * r ^ (e k - j)) := by
  induction j generalizing r with
  | zero => simp [powerSum]
  | succ j ih =>
    have hj : iteratedDeriv j (powerSum e a) =
        fun x => ∑ k, a k * (((e k).descFactorial j : ℝ) * x ^ (e k - j)) := funext ih
    have h : HasDerivAt
        (fun x : ℝ => ∑ k, a k * (((e k).descFactorial j : ℝ) * x ^ (e k - j)))
        (∑ k, a k * (((e k).descFactorial j : ℝ) *
          (((e k - j : ℕ) : ℝ) * r ^ (e k - j - 1)))) r :=
      HasDerivAt.fun_sum fun k _ =>
        ((hasDerivAt_pow (e k - j) r).const_mul _).const_mul _
    rw [iteratedDeriv_succ, hj, h.deriv]
    refine Finset.sum_congr rfl fun k _ => ?_
    rw [Nat.descFactorial_succ, Nat.cast_mul, Nat.sub_sub (e k) j 1]
    ring
```

**Q:** The exponent `e k - j` is a difference of natural numbers. What happens when $j$ exceeds $e_k$?

**A:** Lean's subtraction then returns zero, so the power becomes 1, but its falling factorial is zero and the term disappears as it should. The next lemma, which multiplies by $r^j$ to restore the original powers, treats this as a separate case.

```lean
/-- Multiplied by `r^j`, the `j`-th derivative of a sum of powers contains the same powers,
each weighted by a falling factorial of its exponent. -/
theorem pow_mul_iteratedDeriv {m : ℕ} (e : Fin m → ℕ) (a : Fin m → ℝ) (j : ℕ) (r : ℝ) :
    r ^ j * iteratedDeriv j (powerSum e a) r =
      ∑ k, a k * (((e k).descFactorial j : ℝ) * r ^ e k) := by
  rw [iteratedDeriv_powerSum, Finset.mul_sum]
  refine Finset.sum_congr rfl fun k _ => ?_
  by_cases h : j ≤ e k
  · have hp : r ^ e k = r ^ j * r ^ (e k - j) := by
      rw [← pow_add, Nat.add_sub_of_le h]
    rw [hp]
    ring
  · have hz : (e k).descFactorial j = 0 :=
      Nat.descFactorial_eq_zero_iff_lt.2 (not_le.1 h)
    simp [hz]
```

**Q:** So now comes the determinant.

**A:** Yes, in the homogeneous problem: if all $m$ derivatives vanish at $R$, the coefficients vanish.

```lean
/-- If a sum of `m` distinct powers has vanishing derivatives of orders `0` to `m - 1` at a
radius `R ≠ 0`, then all its coefficients vanish. -/
theorem coefficients_eq_zero {m : ℕ} {e : Fin m → ℕ} (he : Function.Injective e)
    {R : ℝ} (hR : R ≠ 0) {a : Fin m → ℝ}
    (h : ∀ j : Fin m, iteratedDeriv j (powerSum e a) R = 0) : a = 0 := by
  -- the falling factorials have the Vandermonde determinant of the exponents
  have hv := Matrix.det_eval_matrixOfPolynomials_eq_det_vandermonde
    (fun k => (e k : ℝ)) (fun j : Fin m => descPochhammer ℝ (j : ℕ))
    (fun j => descPochhammer_natDegree ℝ (j : ℕ))
    (fun j => monic_descPochhammer ℝ (j : ℕ))
  have hdet : (Matrix.of (fun (k j : Fin m) =>
      (descPochhammer ℝ (j : ℕ)).eval (e k : ℝ)) : Matrix (Fin m) (Fin m) ℝ).det ≠ 0 := by
    intro h0
    exact Matrix.det_vandermonde_ne_zero_iff.2
      (fun x y hxy => he (Nat.cast_injective (R := ℝ) hxy)) (hv.trans h0)
  -- the matching conditions are a homogeneous linear system for `a_k R^(e_k)`
  have hc : (fun k => a k * R ^ e k) ᵥ* (Matrix.of (fun (k j : Fin m) =>
      (descPochhammer ℝ (j : ℕ)).eval (e k : ℝ)) : Matrix (Fin m) (Fin m) ℝ) = 0 := by
    ext j
    have hs := pow_mul_iteratedDeriv e a j R
    rw [h j, mul_zero] at hs
    simp only [Matrix.vecMul, dotProduct, Matrix.of_apply,
      descPochhammer_eval_eq_descFactorial, Pi.zero_apply]
    refine Eq.trans (Finset.sum_congr rfl fun k _ => ?_) hs.symm
    ring
  have hz := Matrix.eq_zero_of_vecMul_eq_zero hdet hc
  funext k
  have hk : a k * R ^ e k = 0 := congrFun hz k
  exact (mul_eq_zero.1 hk).resolve_right (pow_ne_zero _ hR)
```

`descPochhammer ℝ j` is the falling factorial as a polynomial. The statement `hv` replaces the column operations: polynomials that are monic and of degree $j$ in column $j$ give the Vandermonde determinant. Distinct exponents make it non-zero, which is `hdet`. Then `hc` writes the matching conditions as the row vector $c_k=a_kR^{e_k}$ times the matrix, equal to zero. Hence every $c_k$ is zero, and the last lines divide out $R^{e_k}$.

**Q:** That gives uniqueness. You solved for general data by inverting the matrix; does Lean do the same?

**A:** It takes a slightly different route. The map `L` sends coefficients to derivatives at $R$. It is linear, and the previous lemma shows that only zero is sent to zero, so it is injective. Between spaces of the same finite dimension an injective linear map is also surjective, so every `d` is reached.

```lean
/-- For any `m` distinct powers and any radius `R ≠ 0`, prescribed derivatives of orders `0`
to `m - 1` at `R` are matched by exactly one set of coefficients. -/
theorem existsUnique_powerSum {m : ℕ} {e : Fin m → ℕ} (he : Function.Injective e)
    {R : ℝ} (hR : R ≠ 0) (d : Fin m → ℝ) :
    ∃! a : Fin m → ℝ, ∀ j : Fin m, iteratedDeriv j (powerSum e a) R = d j := by
  -- the map from coefficients to derivatives at `R` is linear
  let L : (Fin m → ℝ) →ₗ[ℝ] (Fin m → ℝ) :=
    { toFun := fun a j => iteratedDeriv j (powerSum e a) R
      map_add' := by
        intro a b
        ext j
        simp only [iteratedDeriv_powerSum, Pi.add_apply, add_mul, Finset.sum_add_distrib]
      map_smul' := by
        intro c a
        ext j
        simp only [iteratedDeriv_powerSum, Pi.smul_apply, smul_eq_mul, RingHom.id_apply,
          Finset.mul_sum, mul_assoc] }
  have hinj : Function.Injective L :=
    (injective_iff_map_eq_zero L).2 fun a ha =>
      coefficients_eq_zero he hR fun j => congrFun ha j
  -- in equal finite dimensions, injective means surjective
  obtain ⟨a, ha⟩ := LinearMap.injective_iff_surjective.1 hinj d
  exact ⟨a, fun j => congrFun ha j, fun b hb => hinj ((funext hb : L b = d).trans ha.symm)⟩
```

**Q:** This version asks only for `R ≠ 0` and injective `e`. Are both needed?

**A:** Some condition of each kind is. At $R=0$ every smooth wave vanishes, because $l+1\ge1$, so the value $d_0=1$ can't be matched. For $n=0$ and $d_0=0$, on the other hand, every $a_0$ works. That rules out $R=0$ only; positivity in the final theorem is there because $R$ is a radius. As for the exponents, take two equal ones, $e_0=e_1=1$: the coefficients $(1,-1)$ and $(0,0)$ both give the zero function, so the coefficients are no longer unique.

For the smooth wave, distinctness is a line of integer arithmetic.

```lean
/-- The exponents `l+1+2k` of a smooth partial wave are distinct. -/
theorem exponents_injective (l m : ℕ) :
    Function.Injective (fun k : Fin m => l + 1 + 2 * (k : ℕ)) :=
  fun x y h => Fin.ext (by dsimp only at h; omega)
```

**Q:** One theorem speaks of unique coefficients, the other of a unique function. Which do I get?

**A:** Both. The general theorem, applied to the exponents $l+1+2k$, gives unique coefficients. The theorem below turns this into a statement about functions: it takes the wave built from those coefficients, and if another function of the same form matches the data, its coefficients must be the same, and so the functions agree.

```lean
/-- For `R > 0` there is exactly one function of the form `r^(l+1) ∑_{k=0..n} a_k r^(2k)`
whose derivatives of orders `0` to `n` at `R` take the prescribed values `d_j`. -/
theorem existsUnique_smoothWave (l n : ℕ) {R : ℝ} (hR : 0 < R) (d : Fin (n + 1) → ℝ) :
    ∃! u : ℝ → ℝ, (∃ a : Fin (n + 1) → ℝ, u = smoothWave l a) ∧
      ∀ j : Fin (n + 1), iteratedDeriv j u R = d j := by
  obtain ⟨a, ha, huniq⟩ :=
    existsUnique_powerSum (exponents_injective l (n + 1)) hR.ne' d
  refine ⟨smoothWave l a, ⟨⟨a, rfl⟩, fun j => ?_⟩, ?_⟩
  · rw [smoothWave_eq]
    exact ha j
  · rintro u ⟨⟨b, rfl⟩, hb⟩
    rw [smoothWave_eq] at hb
    rw [huniq b hb]
```

**Q:** Suppose I want one more continuous derivative and keep the same $n+1$ coefficients. Could I be lucky?

**A:** For special data, yes, but not for arbitrary data. If derivatives $0$ to $n$ vanish at $R$, all coefficients vanish, so the wave is identically zero and its next derivative is zero too. Prescribing a non-zero value `d` for that derivative is then impossible.

```lean
/-- With `n+1` coefficients and `R > 0`, one more derivative cannot be prescribed freely: if
those of orders `0` to `n` vanish at `R`, the next one cannot take a value `d ≠ 0`. -/
theorem no_further_matching (l n : ℕ) {R d : ℝ} (hR : 0 < R) (hd : d ≠ 0) :
    ¬ ∃ a : Fin (n + 1) → ℝ,
      (∀ j : Fin (n + 1), iteratedDeriv j (smoothWave l a) R = 0) ∧
        iteratedDeriv (n + 1) (smoothWave l a) R = d := by
  rintro ⟨a, h, h'⟩
  rw [smoothWave_eq] at h h'
  have ha := coefficients_eq_zero (exponents_injective l (n + 1)) hR.ne' h
  rw [ha, iteratedDeriv_powerSum] at h'
  apply hd
  rw [← h']
  simp
```

The proof applies `coefficients_eq_zero`, inserts `a = 0` into the derivative formula and contradicts `d ≠ 0`.

**Q:** I'd like a case that I can compare with my own code.

**A:** Take two coefficients, so $n=1$, and put $A=a_0R^{l+1}$ and $B=a_1R^{l+3}$. Then
$$u(R)=A+B,\qquad R\,u'(R)=(l+1)A+(l+3)B.$$
Eliminating $B$ and then $A$ gives
$$a_0=\frac{(l+3)\,u(R)-R\,u'(R)}{2R^{l+1}},\qquad a_1=\frac{R\,u'(R)-(l+1)\,u(R)}{2R^{l+3}}.$$
If the data already satisfy $R\,u'(R)=(l+1)\,u(R)$, as the pure power $r^{l+1}$ does, then $a_1=0$.

```lean
/-- For `R > 0`, the two coefficients of `u(r) = r^(l+1) (a_0 + a_1 r^2)` are given explicitly
by the value and the slope of `u` at `R`. -/
theorem two_term_coefficients (l : ℕ) {R : ℝ} (hR : 0 < R) (a : Fin 2 → ℝ) :
    a 0 = ((l + 3) * smoothWave l a R - R * deriv (smoothWave l a) R) / (2 * R ^ (l + 1)) ∧
    a 1 = (R * deriv (smoothWave l a) R - (l + 1) * smoothWave l a R) /
      (2 * R ^ (l + 3)) := by
  have h0 : smoothWave l a R = a 0 * R ^ (l + 1) + a 1 * R ^ (l + 3) := by
    simp only [smoothWave, Fin.sum_univ_two, Fin.val_zero, Fin.val_one]
    ring
  have h1 : R * deriv (smoothWave l a) R =
      (l + 1) * (a 0 * R ^ (l + 1)) + (l + 3) * (a 1 * R ^ (l + 3)) := by
    have h := pow_mul_iteratedDeriv (fun k : Fin 2 => l + 1 + 2 * (k : ℕ)) a 1 R
    rw [← smoothWave_eq, pow_one, iteratedDeriv_one] at h
    rw [h, Fin.sum_univ_two]
    simp only [Nat.descFactorial_one, Fin.val_zero, Fin.val_one]
    push_cast
    ring
  -- solve the two linear equations
  constructor
  · rw [eq_div_iff (by positivity)]
    linear_combination h1 - ((l : ℝ) + 3) * h0
  · rw [eq_div_iff (by positivity)]
    linear_combination ((l : ℝ) + 1) * h0 - h1

end

end RadialPseudisation
```

In the proof, `h0` and `h1` are the two equations for $A$ and $B$, and each `linear_combination` performs one of the eliminations. The theorem starts from a given wave and recovers its coefficients; that a wave with the chosen value and slope exists is the case $n=1$ of `existsUnique_smoothWave`.

**Q:** Then my opening example fails for a reason that doesn't apply here. Its powers are distinct too, but they are powers of $r-R$.

**A:** Yes. Measured from $R$, its matching point is the origin, which is the excluded case. The smooth wave is expanded about the nucleus and matched at a distance $R>0$ from it.

```lean
#print axioms RadialPseudisation.existsUnique_smoothWave
-- 'RadialPseudisation.existsUnique_smoothWave' depends on axioms: [propext, Classical.choice, Quot.sound]
#print axioms RadialPseudisation.no_further_matching
-- 'RadialPseudisation.no_further_matching' depends on axioms: [propext, Classical.choice, Quot.sound]
#print axioms RadialPseudisation.two_term_coefficients
-- 'RadialPseudisation.two_term_coefficients' depends on axioms: [propext, Classical.choice, Quot.sound]
```
